# Direct and exchange orderings of the Kondo vertex: $S^2 + (2f-1)\,\sigma\cdot S$

## Question

Let $S_0, S_1, S_2$ be the components of an impurity spin, $[S_a,S_b] = i\sum_c \varepsilon_{abc} S_c$ with the Levi-Civita symbol $\varepsilon_{abc}$, and let $\sigma_0,\sigma_1,\sigma_2$ be the Pauli matrices $\sigma_x,\sigma_y,\sigma_z$ of a conduction electron. Write $S^2 = \sum_a S_aS_a$ and $\sigma\cdot S = \sum_c \sigma_c S_c$. The claim is

$$\sum_{ab}\sigma_a\sigma_b S_aS_b = S^2-\sigma\cdot S,\qquad \sum_{ab}\sigma_a\sigma_b S_bS_a = S^2+\sigma\cdot S,$$

so that the first sum with weight $1-f$ plus the second with weight $f$ is $S^2+(2f-1)\,\sigma\cdot S$. Here $f$ is the occupation of the intermediate electron state in second-order scattering. How can this be stated and proved in Lean 4 with Mathlib, without fixing the size of the spin?

## Answer

For three elements $S_0,S_1,S_2$ of any associative complex algebra with unit, each of the two identities holds exactly when the commutation relations do. The weighted form and its sum over finitely many intermediate states follow by linearity.

### Modelling choices

The impurity operators live in a type `A` with `[Ring A] [Algebra ℂ A]`: an associative algebra with unit over $\mathbb C$, not necessarily commutative. Matrices of any size are examples, so one proof serves every spin. The spin is `S : Fin 3 → A`, the indices $0,1,2$ stand for $x,y,z$, `eps` fixes $\varepsilon_{012}=+1$, and `IsSpin S` is the commutation relation with $\hbar=1$.

An operator on electron spin and impurity together is a $2\times2$ matrix over $A$. For a complex $2\times2$ matrix $M$ and $X\in A$, `tens M X` has entries $M_{ij}X$; it is what $MX$ means in the formulas above. Complex numbers commute with all of $A$, so the order of the electron factor and the impurity factor is immaterial, while the order among the $\sigma$'s and the order among the $S$'s are both kept. The remaining definitions are $\sigma\cdot V$ for a triple $V$ in $A$ (`sigmaDot`), $S^2$ times the unit matrix (`spinSq`), $(S\times S)_c=\sum_{ab}\varepsilon_{abc}S_aS_b$ (`cross`), the two sums $D$ (`direct`) and $E$ (`exchange`), and $W(f)=(1-f)D+fE$ (`weighted`).

No adjoint is used, so the $S_a$ need not be Hermitian, and $f$ is any complex number. Nothing is said about the value of $S^2$, about spectra or about projectors.

### Derivation by hand

The Pauli matrices satisfy $\sigma_a\sigma_b=\delta_{ab}+i\sum_c\varepsilon_{abc}\sigma_c$. Inserting this into $D$,

$$D=\sum_a S_aS_a+i\sum_c\sigma_c\sum_{ab}\varepsilon_{abc}S_aS_b=S^2+\sigma\cdot(i\,S\times S).$$

In $E$ the inner sum is $\sum_{ab}\varepsilon_{abc}S_bS_a$. Renaming $a\leftrightarrow b$ turns it into $\sum_{ab}\varepsilon_{bac}S_aS_b=-(S\times S)_c$, while the $\delta_{ab}$ term is unchanged. Hence

$$E=S^2-\sigma\cdot(i\,S\times S).$$

No property of $S$ has been used so far. Written out, the cross product consists of commutators:

$$S\times S=\big([S_1,S_2],\,[S_2,S_0],\,[S_0,S_1]\big).$$

The spin relations for the pairs $(1,2)$, $(2,0)$, $(0,1)$ say that these equal $iS_0$, $iS_1$, $iS_2$, that is $S\times S=iS$. Conversely these three equations give all nine relations, since the reversed pairs are their negatives and the diagonal ones read $0=0$. For a spin $i\,S\times S=-S$, so $D=S^2-\sigma\cdot S$ and $E=S^2+\sigma\cdot S$.

For the converse one needs that $\sigma\cdot V$ determines $V$. Explicitly

$$\sigma\cdot V=\begin{pmatrix}V_2 & V_0-iV_1\\ V_0+iV_1 & -V_2\end{pmatrix},$$

so the upper left entry gives $V_2$, half the sum of the off-diagonal entries gives $V_0$, and half their difference (lower minus upper) gives $iV_1$. If $D=S^2-\sigma\cdot S$, then $\sigma\cdot(i\,S\times S)=\sigma\cdot(-S)$, so $i\,S\times S=-S$, and multiplying by $-i$ gives $S\times S=iS$. The same argument applies to $E$.

For a spin,

$$W(f)=(1-f)(S^2-\sigma\cdot S)+f(S^2+\sigma\cdot S)=S^2+(2f-1)\,\sigma\cdot S.$$

Multiplying by factors $g_k$ and summing over a finite set of states $k$ with occupations $f_k$,

$$\sum_k g_kW(f_k)=\Big(\sum_k g_k\Big)S^2+\Big(\sum_k g_k(2f_k-1)\Big)\sigma\cdot S.$$

If $W(f)=W(f')$ with $f\ne f'$, subtraction gives $2(f-f')\,\sigma\cdot S=0$, hence $\sigma\cdot S=0$ and $S=0$. If on the other hand the components commute, $S\times S=0$, so $D=E=S^2$ and $W(f)=S^2$ for every $f$.

### The Lean file

```lean
import Mathlib

open Complex Matrix

namespace KondoSpinAlgebra

noncomputable section

variable {A : Type*} [Ring A] [Algebra ℂ A]

/-- The three Pauli matrices. -/
def pauli : Fin 3 → Matrix (Fin 2) (Fin 2) ℂ :=
  ![!![0, 1; 1, 0], !![0, -I; I, 0], !![1, 0; 0, -1]]

/-- The Levi-Civita symbol `ε_abc`. -/
def eps : Fin 3 → Fin 3 → Fin 3 → ℂ :=
  ![![![0, 0, 0], ![0, 0, 1], ![0, -1, 0]],
    ![![0, 0, -1], ![0, 0, 0], ![1, 0, 0]],
    ![![0, 1, 0], ![-1, 0, 0], ![0, 0, 0]]]

/-- The spin commutation relations `[S_a, S_b] = i ∑_c ε_abc S_c`. -/
def IsSpin (S : Fin 3 → A) : Prop :=
  ∀ a b, S a * S b - S b * S a = ∑ c, (I * eps a b c) • S c

/-- The product of an electron-spin matrix `M` with an impurity operator `X`: the 2 by 2
matrix over the algebra with entries `M_ij X`. -/
def tens (M : Matrix (Fin 2) (Fin 2) ℂ) (X : A) : Matrix (Fin 2) (Fin 2) A :=
  Matrix.of fun i j => M i j • X

/-- The operator `σ·V = ∑_c σ_c V_c`. -/
def sigmaDot (V : Fin 3 → A) : Matrix (Fin 2) (Fin 2) A := ∑ c, tens (pauli c) (V c)

/-- The operator `S² = ∑_a S_a S_a` times the unit matrix in electron-spin space. -/
def spinSq (S : Fin 3 → A) : Matrix (Fin 2) (Fin 2) A := tens 1 (∑ a, S a * S a)

/-- The operator cross product `(S × S)_c = ∑_ab ε_abc S_a S_b`. -/
def cross (S : Fin 3 → A) : Fin 3 → A := fun c => ∑ a, ∑ b, eps a b c • (S a * S b)

/-- The direct ordering `∑_ab σ_a σ_b S_a S_b`. -/
def direct (S : Fin 3 → A) : Matrix (Fin 2) (Fin 2) A :=
  ∑ a, ∑ b, tens (pauli a * pauli b) (S a * S b)

/-- The exchange ordering `∑_ab σ_a σ_b S_b S_a`. -/
def exchange (S : Fin 3 → A) : Matrix (Fin 2) (Fin 2) A :=
  ∑ a, ∑ b, tens (pauli a * pauli b) (S b * S a)

/-- The direct ordering with weight `1 - f` plus the exchange ordering with weight `f`. -/
def weighted (S : Fin 3 → A) (f : ℂ) : Matrix (Fin 2) (Fin 2) A :=
  (1 - f) • direct S + f • exchange S

/-- The operators `σ_a / 2`. -/
def halfPauli : Fin 3 → Matrix (Fin 2) (Fin 2) ℂ := fun a => (1 / 2 : ℂ) • pauli a

/-- The components of `S × S` are the three cyclic commutators. -/
theorem cross_eq (S : Fin 3 → A) :
    cross S = ![S 1 * S 2 - S 2 * S 1, S 2 * S 0 - S 0 * S 2, S 0 * S 1 - S 1 * S 0] := by
  funext c
  fin_cases c <;> simp [cross, eps, Fin.sum_univ_three] <;> abel

/-- For any three operators the direct ordering is `S² + σ·(i S × S)` and the exchange
ordering is `S² - σ·(i S × S)`. -/
theorem orderings_eq (S : Fin 3 → A) :
    direct S = spinSq S + sigmaDot (I • cross S) ∧
      exchange S = spinSq S - sigmaDot (I • cross S) := by
  rw [cross_eq]
  -- compare the four entries, then the coefficient of each product S_a S_b
  constructor <;> ext i j <;> fin_cases i <;> fin_cases j <;>
    simp [direct, exchange, spinSq, sigmaDot, tens, pauli, Matrix.sum_apply,
      Matrix.mul_apply, Fin.sum_univ_three, Fin.sum_univ_two] <;>
    match_scalars <;>
    first
      | ring1
      | simp

/-- The operator `σ·V` determines the vector operator `V`. -/
theorem sigmaDot_injective :
    Function.Injective (sigmaDot : (Fin 3 → A) → Matrix (Fin 2) (Fin 2) A) := by
  intro V W h
  have h00 : V 2 = W 2 := by
    simpa [sigmaDot, tens, pauli, Matrix.sum_apply, Fin.sum_univ_three]
      using congrFun (congrFun h 0) 0
  have h01 : V 0 + -(I • V 1) = W 0 + -(I • W 1) := by
    simpa [sigmaDot, tens, pauli, Matrix.sum_apply, Fin.sum_univ_three]
      using congrFun (congrFun h 0) 1
  have h10 : V 0 + I • V 1 = W 0 + I • W 1 := by
    simpa [sigmaDot, tens, pauli, Matrix.sum_apply, Fin.sum_univ_three]
      using congrFun (congrFun h 1) 0
  -- sum and difference of the off-diagonal entries
  have e0 : V 0 = W 0 := by
    linear_combination (norm := module) (1 / 2 : ℂ) • h01 + (1 / 2 : ℂ) • h10
  have e1 : I • V 1 = I • W 1 := by
    linear_combination (norm := module) (1 / 2 : ℂ) • h10 - (1 / 2 : ℂ) • h01
  have e1' : V 1 = W 1 := by
    calc V 1 = (-I) • (I • V 1) := by rw [smul_smul]; simp
      _ = (-I) • (I • W 1) := by rw [e1]
      _ = W 1 := by rw [smul_smul]; simp
  funext c
  fin_cases c
  · exact e0
  · exact e1'
  · exact h00

/-- The spin commutation relations are equivalent to `S × S = i S`. -/
theorem isSpin_iff_cross (S : Fin 3 → A) : IsSpin S ↔ cross S = I • S := by
  rw [cross_eq]
  constructor
  · intro h
    funext c
    fin_cases c
    · simpa [eps, Fin.sum_univ_three] using h 1 2
    · simpa [eps, Fin.sum_univ_three] using h 2 0
    · simpa [eps, Fin.sum_univ_three] using h 0 1
  · intro h a b
    have h0 : S 1 * S 2 - S 2 * S 1 = I • S 0 := by simpa using congrFun h 0
    have h1 : S 2 * S 0 - S 0 * S 2 = I • S 1 := by simpa using congrFun h 1
    have h2 : S 0 * S 1 - S 1 * S 0 = I • S 2 := by simpa using congrFun h 2
    fin_cases a <;> fin_cases b <;> simp [eps, Fin.sum_univ_three, ← h0, ← h1, ← h2]

/-- Each of the identities `∑ σ_a σ_b S_a S_b = S² - σ·S` and `∑ σ_a σ_b S_b S_a = S² + σ·S`
holds exactly when `S` obeys the spin commutation relations. -/
theorem orderings_iff_isSpin (S : Fin 3 → A) :
    (direct S = spinSq S - sigmaDot S ↔ IsSpin S) ∧
      (exchange S = spinSq S + sigmaDot S ↔ IsSpin S) := by
  have hneg : sigmaDot (-S) = -sigmaDot S := by
    ext i j
    simp [sigmaDot, tens, Matrix.sum_apply]
  -- S × S = i S is the same as i S × S = -S
  have key : sigmaDot (I • cross S) = -sigmaDot S ↔ IsSpin S := by
    rw [← hneg, sigmaDot_injective.eq_iff, isSpin_iff_cross]
    constructor
    · intro h
      calc cross S = (-I) • (I • cross S) := by rw [smul_smul]; simp
        _ = I • S := by rw [h]; simp
    · intro h
      rw [h, smul_smul]
      simp
  constructor
  · rw [(orderings_eq S).1, ← key, sub_eq_add_neg, add_right_inj]
  · rw [(orderings_eq S).2, ← key, sub_eq_add_neg, add_right_inj, neg_eq_iff_eq_neg]

/-- For a spin, the direct ordering with weight `1 - f` and the exchange ordering with
weight `f` add up to `S² + (2f - 1) σ·S`. -/
theorem weighted_eq {S : Fin 3 → A} (hS : IsSpin S) (f : ℂ) :
    weighted S f = spinSq S + (2 * f - 1) • sigmaDot S := by
  rw [weighted, (orderings_iff_isSpin S).1.2 hS, (orderings_iff_isSpin S).2.2 hS]
  module

/-- Summed over finitely many intermediate states with occupations `f_k` and factors `g_k`,
the weighted orderings of a spin give `(∑ g_k) S² + (∑ g_k (2 f_k - 1)) σ·S`. -/
theorem sum_weighted_eq {S : Fin 3 → A} (hS : IsSpin S) {ι : Type*} (s : Finset ι)
    (g f : ι → ℂ) :
    ∑ k ∈ s, g k • weighted S (f k) =
      (∑ k ∈ s, g k) • spinSq S + (∑ k ∈ s, g k * (2 * f k - 1)) • sigmaDot S := by
  simp only [weighted_eq hS, smul_add, smul_smul, Finset.sum_add_distrib, Finset.sum_smul]

/-- For a spin, two different occupations give the same weighted operator exactly when
all components of the spin vanish. -/
theorem weighted_eq_iff {S : Fin 3 → A} (hS : IsSpin S) {f f' : ℂ} (hf : f ≠ f') :
    weighted S f = weighted S f' ↔ S = 0 := by
  have h0 : sigmaDot (0 : Fin 3 → A) = 0 := by
    ext i j
    simp [sigmaDot, tens, Matrix.sum_apply]
  rw [weighted_eq hS, weighted_eq hS]
  constructor
  · intro h
    have hne : 2 * (f - f') ≠ 0 := mul_ne_zero two_ne_zero (sub_ne_zero.mpr hf)
    have h1 : (2 * (f - f')) • sigmaDot S = 0 := by
      linear_combination (norm := module) h
    apply sigmaDot_injective
    calc sigmaDot S = (2 * (f - f'))⁻¹ • ((2 * (f - f')) • sigmaDot S) := by
          rw [smul_smul, inv_mul_cancel₀ hne, one_smul]
      _ = sigmaDot 0 := by rw [h1, smul_zero, h0]
  · intro h
    rw [h, h0, smul_zero, smul_zero]

/-- If the three components commute, the weighted operator is `S²` for every occupation. -/
theorem weighted_of_commute {S : Fin 3 → A} (hc : ∀ a b, S a * S b = S b * S a) (f : ℂ) :
    weighted S f = spinSq S := by
  have h0 : sigmaDot (0 : Fin 3 → A) = 0 := by
    ext i j
    simp [sigmaDot, tens, Matrix.sum_apply]
  have hx : cross S = 0 := by
    rw [cross_eq, hc 1 2, hc 2 0, hc 0 1]
    funext c
    fin_cases c <;> simp
  rw [weighted, (orderings_eq S).1, (orderings_eq S).2, hx, smul_zero, h0]
  module

/-- The matrices `σ_a / 2` obey the spin commutation relations and do not all vanish. -/
theorem isSpin_witness : IsSpin halfPauli ∧ halfPauli ≠ 0 := by
  constructor
  · intro a b
    fin_cases a <;> fin_cases b <;> ext i j <;> fin_cases i <;> fin_cases j <;>
      simp [halfPauli, pauli, eps, Matrix.sum_apply, Fin.sum_univ_three,
        Complex.ext_iff] <;> norm_num
  · intro h
    have h2 := congrFun (congrFun (congrFun h 2) 0) 0
    simp [halfPauli, pauli] at h2

end

end KondoSpinAlgebra
```

```lean
#print axioms KondoSpinAlgebra.orderings_eq
-- 'KondoSpinAlgebra.orderings_eq' depends on axioms: [propext, Classical.choice, Quot.sound]
#print axioms KondoSpinAlgebra.sum_weighted_eq
-- 'KondoSpinAlgebra.sum_weighted_eq' depends on axioms: [propext, Classical.choice, Quot.sound]
#print axioms KondoSpinAlgebra.weighted_eq_iff
-- 'KondoSpinAlgebra.weighted_eq_iff' depends on axioms: [propext, Classical.choice, Quot.sound]
#print axioms KondoSpinAlgebra.weighted_of_commute
-- 'KondoSpinAlgebra.weighted_of_commute' depends on axioms: [propext, Classical.choice, Quot.sound]
```

### The theorems and their proofs

`cross_eq` is the list of three commutators. It splits on the component $c$, expands the double sum with the table `eps`, and reorders terms with `abel`.

`orderings_eq` states $D=S^2+\sigma\cdot(i\,S\times S)$ and $E=S^2-\sigma\cdot(i\,S\times S)$ for any triple `S`. The Pauli product rule is not set up as a lemma. The proof takes the four matrix entries of each identity, expands all sums, and compares the complex coefficient of each product $S_aS_b$ on the two sides, which amounts to the product rule read entry by entry.

`sigmaDot_injective` follows the explicit matrix: `h00`, `h01` and `h10` are three of its entries, `e0` and `e1` are the half sum and half difference, and `e1'` multiplies by $-i$.

`isSpin_iff_cross` is the equivalence of the commutation relations with $S\times S=iS$. One direction picks out `h 1 2`, `h 2 0` and `h 0 1`; the other runs through the nine pairs $(a,b)$.

`orderings_iff_isSpin` states that $D=S^2-\sigma\cdot S$ holds exactly when `IsSpin S`, and the same for $E=S^2+\sigma\cdot S$. Its step `key` shows that $\sigma\cdot(i\,S\times S)=-\sigma\cdot S$ is equivalent to `IsSpin S`, by injectivity and multiplication by $\mp i$. Cancelling $S^2$ with `add_right_inj` reduces both claims to `key`.

`weighted_eq` is the main formula, for a spin and any complex `f`; it inserts the two identities and collects terms with `module`. `sum_weighted_eq` is the sum over a finite set `s` with arbitrary complex `g` and `f`; for the empty set both sides vanish. `weighted_eq_iff` says that for a spin and $f\ne f'$, $W(f)=W(f')$ holds exactly when $S=0$, with `h1` the subtracted equation. `weighted_of_commute` gives $W(f)=S^2$ under the hypothesis `hc` that all components commute, with no spin hypothesis. `isSpin_witness` shows that $S=\sigma/2$ in the algebra of complex $2\times2$ matrices is a spin and is not zero.

### Remarks

The perturbation argument and the numerical values that follow are ordinary reasoning and have not been through Lean.

**Place in the scattering calculation.** Take an exchange coupling $J\,\sigma\cdot S$ between non-interacting band electrons and a single impurity in zero field, and elastic scattering from a state $p$ to a state $p'$ with equal energies $\xi_p=\xi_{p'}$. In one second-order process the electron goes to an empty state $k$ and then on to $p'$; this has weight $1-f_k$, spin factor $D$ and denominator $\xi_p-\xi_k$. In the other, an electron first leaves the occupied state $k$ for $p'$ and the incoming electron then fills the hole. The electron-spin indices still chain as $\sigma_a\sigma_b$, but the impurity operators act in the opposite order, which gives $E$ with weight $f_k$. Its denominator is $\xi_k-\xi_p$, and the fermion sign reverses it, so both terms share $g_k=J^2/(\xi_p-\xi_k)$, with states at $\xi_k=\xi_p$ left out of the finite set. In the file this common factor and the weights are inputs. Kondo's logarithm in temperature comes from evaluating $\sum_k g_k(2f_k-1)$ over a band with the Fermi function; the theorems supply the operator that this number multiplies, for finite sums.

**Dropping a hypothesis.** Take $A=\mathbb C$ and $S=(0,0,1)$, which is not a spin because $[S_0,S_1]=0\neq iS_2$. The components commute, so $W(f)$ is the unit matrix, whereas $S^2+(2f-1)\,\sigma\cdot S=\mathrm{diag}(2f,\,2-2f)$. The formula of `weighted_eq` fails for every $f\ne\tfrac12$. The same triple breaks `weighted_eq_iff` without `hS`: all occupations give the same operator although $S\neq0$. Without `hf`, the choice $f=f'$ and $S=\sigma/2$ breaks it.

**An easy mistake.** Reversing both orders, $\sum_{ab}\sigma_b\sigma_aS_bS_a$, only renames the summation indices and returns $D$; the occupation then drops out of the weighted sum. Exactly one pair has to be reversed. The sign of $\sigma\cdot S$ also depends on handedness: $S=-\sigma/2$ has $S\times S=-iS$, and the two identities change places. In terms of the electron spin $s=\sigma/2$, the operator $\sigma\cdot S$ is $2\,s\cdot S$.

**In numerical code.** For matrices, `tens M X` is the Kronecker product with the electron factor first, so $D$ and $E$ are sums of nine Kronecker products. For $S=\sigma/2$ these are $4\times4$ matrices, $S^2=\tfrac34$, and $\sigma\cdot S$ is $\tfrac12$ on the triplet and $-\tfrac32$ on the singlet. Then $W(f)$ is $\tfrac14+f$ on the triplet and $\tfrac94-3f$ on the singlet.

**A technique to reuse.** The tactic `ring` needs commutativity and does not apply in `A`. An identity that is linear in fixed products such as `S a * S b` can still be automated: `match_scalars` treats the products as independent vectors and leaves equations between complex coefficients, `module` also closes these by ring arithmetic, and `linear_combination (norm := module)` combines hypotheses with scalar weights. Ring arithmetic does not know $i^2=-1$, so steps that need it are done apart, as in `rw [smul_smul]; simp`.
